# Matrix elements of the Breit gauge term between products of orbitals

## Physical setting

The gauge part of the Breit interaction can be written as a differential expression in the electron separation or, for a Dirac Hamiltonian with a local potential, as a double commutator. The model here takes the double commutator of finite matrices,
$$G=[h_1,[h_2,R]],$$
where $h$ is a Hermitian one-electron matrix, $h_1=h\otimes 1$ acts on electron 1, $h_2=1\otimes h$ acts on electron 2, and $R$ is any two-electron matrix.

The choice comes from the Dirac Hamiltonian with a local potential. In atomic units, with $R=r_{12}$, the commutators differentiate $r_{12}$ and give
$$\frac{1}{2c^2}[h_1,[h_2,r_{12}]]=\frac12\left(\frac{\boldsymbol\alpha_1\cdot\boldsymbol\alpha_2}{r_{12}}-\frac{(\boldsymbol\alpha_1\cdot\mathbf r_{12})(\boldsymbol\alpha_2\cdot\mathbf r_{12})}{r_{12}^3}\right),$$
where $\mathbf r_{12}=\mathbf r_1-\mathbf r_2$ is the separation of the electrons, $r_{12}$ is its length, $c$ is the speed of light and $\boldsymbol\alpha_1,\boldsymbol\alpha_2$ are the Dirac matrices of the two electrons. Added to the Gaunt term $-\boldsymbol\alpha_1\cdot\boldsymbol\alpha_2/r_{12}$, this gives the Breit operator. That identification is background; the theorems below concern the matrix $G$, without the factor $1/(2c^2)$.

## Statement

Let $a,b,c,d$ be vectors in $\mathbb C^n$ with $ha=e_a a$, $hb=e_b b$, $hc=e_c c$, $hd=e_d d$ and real energies. (From here on $c$ is an orbital.) Write $|ab\rangle=a\otimes b$, with electron 1 in $a$ and electron 2 in $b$. Then
$$\langle ab|G|cd\rangle=(e_a-e_c)(e_b-e_d)\,\langle ab|R|cd\rangle .$$

Four further results accompany this identity:

- The element vanishes if $e_a=e_c$ or $e_b=e_d$.
- If $e_a+e_b=e_c+e_d$, it equals $-(e_a-e_c)^2\langle ab|R|cd\rangle$.
- If $R$ is Hermitian, so is $G$.
- $G=0$ exactly when $\langle ab|R|cd\rangle=0$ for all orbitals with $e_a\ne e_c$ and $e_b\ne e_d$.

For relativistic electronic structure, in this finite-matrix model with all orbitals taken from the same $h$, the gauge term contributes nothing to direct elements $\langle ab|G|ab\rangle$, while exchange elements $\langle ab|G|ba\rangle$ carry the factor $-(e_a-e_b)^2$.

## Derivation

**The matrix element.** Each one-electron operator acts on its own factor:
$$h_1|cd\rangle=(hc)\otimes d=e_c|cd\rangle,\qquad h_2|cd\rangle=c\otimes(hd)=e_d|cd\rangle .$$
Both operators are Hermitian and the energies are real, so on the left $\langle ab|h_1=e_a\langle ab|$ and $\langle ab|h_2=e_b\langle ab|$. Expand the double commutator:
$$G=h_1h_2R-h_1Rh_2-h_2Rh_1+Rh_2h_1 .$$
Between $\langle ab|$ and $|cd\rangle$ the four terms give
$$(e_ae_b-e_ae_d-e_be_c+e_ce_d)\langle ab|R|cd\rangle=(e_a-e_c)(e_b-e_d)\langle ab|R|cd\rangle .$$
If either electron keeps its energy, one factor is zero. If the total energy is conserved, $e_b-e_d=-(e_a-e_c)$, which gives the squared form.

**Hermiticity.** Let $K=[h_2,R]$ with $R$ Hermitian. Then $K^\dagger=[R,h_2]=-K$, and $G^\dagger=[h_1,K]^\dagger=[K^\dagger,h_1]=[h_1,K]=G$.

**When the operator is zero.** If $G=0$ and both electrons change energy, the identity reads $0=(e_a-e_c)(e_b-e_d)\langle ab|R|cd\rangle$ with a nonzero prefactor, so the element of $R$ is zero.

Conversely, let $U$ be the unitary matrix whose columns $u_j$ are orthonormal eigenvectors of $h$, and let $W=U\otimes U$. The entries of $W^\dagger GW$ are $\langle u_iu_j|G|u_ku_l\rangle$. Each is zero: either an electron keeps its energy, or both change energy and the corresponding element of $R$ vanishes by hypothesis. Hence $W^\dagger GW=0$, and $G=W(W^\dagger GW)W^\dagger=0$.

**A two-level instance.** Take $h=\mathrm{diag}(0,1)$, with orbitals $u_0=(1,0)$ and $u_1=(0,1)$, and let $R$ exchange the electrons. Then $R|u_1u_0\rangle=|u_0u_1\rangle$, so $\langle u_0u_1|R|u_1u_0\rangle=1$, and
$$\langle u_0u_1|G|u_1u_0\rangle=(0-1)(1-0)\cdot1=-1 .$$
The total energy is 1 on both sides, so energy conservation alone does not remove the gauge term.

**The smallest nonempty case.** For $n=1$, $h$ is a real number times the identity. It commutes with everything, so $G=0$ for every $R$. Two distinct energies are needed for a nonzero gauge term.

## What the formal version assumes

The finite type `n` labels the one-electron basis, and `n × n` labels the two-electron product basis. `prodState a b` has entries $a_ib_j$, `onFirst h` and `onSecond h` are the Kronecker products $h_1$ and $h_2$, and `gaugeTerm h R` is $G$. The expression `element a b M c d` means
$$\sum_{i,j,k,l}\overline{a_ib_j}\,M_{(i,j),(k,l)}\,c_kd_l ,$$
with the first slot of each pair belonging to electron 1.

`IsOrbital h e a` says only that $ha=ea$ with `e` real. It does not require `a` to be normalised or even nonzero. This is harmless: both sides of the identity scale together, and a zero vector makes both vanish.

Hermiticity of `h` is a hypothesis of every general theorem about `gaugeTerm`; the two lemmas on the action of $h_1$ and $h_2$ on a product state do not need it. `R` needs none, except in `gaugeTerm_isHermitian`, and it need not be symmetric under exchange of the electrons. The states are plain products; an antisymmetrised element is a combination of direct and exchange elements.

The model contains no continuum, Dirac matrices or frequency-dependent interaction. Passing to a finite basis also needs care: the projected matrix of an operator commutator is generally not the commutator of the projected matrices. A nonlocal exchange potential in $h$ would likewise spoil the differential formula quoted at the start, though not the matrix identity.

In Lean 4 with Mathlib:

```lean
import Mathlib

open Matrix
open scoped Kronecker

namespace BreitGaugeTerm

variable {n : Type*} [Fintype n] [DecidableEq n]

/-- The product state with electron 1 in `a` and electron 2 in `b`. -/
def prodState (a b : n → ℂ) : n × n → ℂ := fun p => a p.1 * b p.2

/-- The one-electron operator `h` acting on electron 1. -/
def onFirst (h : Matrix n n ℂ) : Matrix (n × n) (n × n) ℂ := h ⊗ₖ (1 : Matrix n n ℂ)

/-- The one-electron operator `h` acting on electron 2. -/
def onSecond (h : Matrix n n ℂ) : Matrix (n × n) (n × n) ℂ := (1 : Matrix n n ℂ) ⊗ₖ h

/-- The gauge term `[h₁, [h₂, R]]` built from a two-electron operator `R`. -/
def gaugeTerm (h : Matrix n n ℂ) (R : Matrix (n × n) (n × n) ℂ) :
    Matrix (n × n) (n × n) ℂ :=
  onFirst h * (onSecond h * R - R * onSecond h)
    - (onSecond h * R - R * onSecond h) * onFirst h

/-- The two-electron matrix element `⟨a b| M |c d⟩`. -/
def element (a b : n → ℂ) (M : Matrix (n × n) (n × n) ℂ) (c d : n → ℂ) : ℂ :=
  star (prodState a b) ⬝ᵥ (M *ᵥ prodState c d)

/-- The vector `a` solves the orbital equation `h a = e a` with real energy `e`. -/
def IsOrbital (h : Matrix n n ℂ) (e : ℝ) (a : n → ℂ) : Prop := h *ᵥ a = (e : ℂ) • a

/-- If electron 1 is in an orbital of energy `e`, then `h₁` multiplies the product state
by `e`. -/
theorem onFirst_prodState {h : Matrix n n ℂ} {e : ℝ} {a : n → ℂ}
    (ha : IsOrbital h e a) (b : n → ℂ) :
    onFirst h *ᵥ prodState a b = (e : ℂ) • prodState a b := by
  have key : onFirst h *ᵥ prodState a b = prodState (h *ᵥ a) b := by
    ext ⟨i, j⟩
    simp only [Matrix.mulVec, dotProduct, onFirst, prodState, Matrix.kroneckerMap_apply]
    rw [Fintype.sum_prod_type]
    simp only [Matrix.one_apply, mul_ite, ite_mul, mul_one, mul_zero, zero_mul,
      Finset.sum_ite_eq, Finset.mem_univ, if_true, Finset.sum_mul]
    exact Finset.sum_congr rfl fun x _ => by ring
  rw [key, ha]
  ext p
  simp only [prodState, Pi.smul_apply, smul_eq_mul]
  ring

/-- If electron 2 is in an orbital of energy `e`, then `h₂` multiplies the product state
by `e`. -/
theorem onSecond_prodState {h : Matrix n n ℂ} {e : ℝ} {b : n → ℂ}
    (hb : IsOrbital h e b) (a : n → ℂ) :
    onSecond h *ᵥ prodState a b = (e : ℂ) • prodState a b := by
  have key : onSecond h *ᵥ prodState a b = prodState a (h *ᵥ b) := by
    ext ⟨i, j⟩
    simp only [Matrix.mulVec, dotProduct, onSecond, prodState, Matrix.kroneckerMap_apply]
    rw [Fintype.sum_prod_type_right]
    simp only [Matrix.one_apply, ite_mul, one_mul, zero_mul,
      Finset.sum_ite_eq, Finset.mem_univ, if_true, Finset.mul_sum]
    exact Finset.sum_congr rfl fun x _ => by ring
  rw [key, hb]
  ext p
  simp only [prodState, Pi.smul_apply, smul_eq_mul]
  ring

/-- A Hermitian operator acts to the left on its eigenvector with the same real
eigenvalue. -/
theorem hermitian_acts_left {m : Type*} [Fintype m] {K : Matrix m m ℂ}
    (hK : K.IsHermitian) {e : ℝ} {u : m → ℂ} (hu : K *ᵥ u = (e : ℂ) • u) (w : m → ℂ) :
    star u ⬝ᵥ (K *ᵥ w) = (e : ℂ) * (star u ⬝ᵥ w) := by
  have h1 : star u ᵥ* K = star (K *ᵥ u) := by rw [Matrix.star_mulVec, hK.eq]
  rw [Matrix.dotProduct_mulVec, h1, hu, star_smul, smul_dotProduct, smul_eq_mul]
  simp

/-- Between products of orbitals of a Hermitian `h`, the gauge term `[h₁, [h₂, R]]` has the matrix element
of `R` times the product of the energy changes of the two electrons. -/
theorem gaugeTerm_element {h : Matrix n n ℂ} (hh : h.IsHermitian)
    (R : Matrix (n × n) (n × n) ℂ) {a b c d : n → ℂ} {ea eb ec ed : ℝ}
    (ha : IsOrbital h ea a) (hb : IsOrbital h eb b)
    (hc : IsOrbital h ec c) (hd : IsOrbital h ed d) :
    element a b (gaugeTerm h R) c d
      = ((ea : ℂ) - ec) * ((eb : ℂ) - ed) * element a b R c d := by
  have k1 : (onFirst h).IsHermitian := by
    simp [Matrix.IsHermitian, onFirst, Matrix.conjTranspose_kronecker, hh.eq]
  have k2 : (onSecond h).IsHermitian := by
    simp [Matrix.IsHermitian, onSecond, Matrix.conjTranspose_kronecker, hh.eq]
  -- energies read off on the left and on the right
  have l1 := hermitian_acts_left k1 (onFirst_prodState ha b)
  have l2 := hermitian_acts_left k2 (onSecond_prodState hb a)
  have r1 := onFirst_prodState hc d
  have r2 := onSecond_prodState hd c
  simp only [element, gaugeTerm, mul_sub, sub_mul, Matrix.sub_mulVec,
    ← Matrix.mulVec_mulVec, r1, r2, Matrix.mulVec_smul, dotProduct_sub,
    dotProduct_smul, l1, l2, smul_eq_mul]
  ring

/-- For Hermitian `h`, the matrix element of the gauge term vanishes when either electron keeps its
orbital energy. -/
theorem gaugeTerm_element_eq_zero {h : Matrix n n ℂ} (hh : h.IsHermitian)
    (R : Matrix (n × n) (n × n) ℂ) {a b c d : n → ℂ} {ea eb ec ed : ℝ}
    (ha : IsOrbital h ea a) (hb : IsOrbital h eb b)
    (hc : IsOrbital h ec c) (hd : IsOrbital h ed d) (hkeep : ea = ec ∨ eb = ed) :
    element a b (gaugeTerm h R) c d = 0 := by
  rw [gaugeTerm_element hh R ha hb hc hd]
  rcases hkeep with rfl | rfl <;> simp

/-- For Hermitian `h`, when the total orbital energy is conserved, the gauge term has the matrix element of
`R` times minus the square of the energy exchanged. -/
theorem gaugeTerm_element_on_shell {h : Matrix n n ℂ} (hh : h.IsHermitian)
    (R : Matrix (n × n) (n × n) ℂ) {a b c d : n → ℂ} {ea eb ec ed : ℝ}
    (ha : IsOrbital h ea a) (hb : IsOrbital h eb b)
    (hc : IsOrbital h ec c) (hd : IsOrbital h ed d) (hE : ea + eb = ec + ed) :
    element a b (gaugeTerm h R) c d = -((ea : ℂ) - ec) ^ 2 * element a b R c d := by
  have hE' : (ea : ℂ) + eb = ec + ed := by exact_mod_cast hE
  rw [gaugeTerm_element hh R ha hb hc hd]
  linear_combination ((ea : ℂ) - ec) * element a b R c d * hE'

/-- The gauge term is Hermitian when `h` and `R` are. -/
theorem gaugeTerm_isHermitian {h : Matrix n n ℂ} (hh : h.IsHermitian)
    {R : Matrix (n × n) (n × n) ℂ} (hR : R.IsHermitian) :
    (gaugeTerm h R).IsHermitian := by
  have k1 : (onFirst h)ᴴ = onFirst h := by
    simp [onFirst, Matrix.conjTranspose_kronecker, hh.eq]
  have k2 : (onSecond h)ᴴ = onSecond h := by
    simp [onSecond, Matrix.conjTranspose_kronecker, hh.eq]
  unfold Matrix.IsHermitian gaugeTerm
  simp only [Matrix.conjTranspose_sub, Matrix.conjTranspose_mul, k1, k2, hR.eq]
  noncomm_ring

/-- For Hermitian `h`, the gauge term is the zero operator exactly when `R` has no matrix element between
products of orbitals in which both electrons change their energy. -/
theorem gaugeTerm_eq_zero_iff {h : Matrix n n ℂ} (hh : h.IsHermitian)
    (R : Matrix (n × n) (n × n) ℂ) :
    gaugeTerm h R = 0 ↔ ∀ (a b c d : n → ℂ) (ea eb ec ed : ℝ),
      IsOrbital h ea a → IsOrbital h eb b → IsOrbital h ec c → IsOrbital h ed d →
      ea ≠ ec → eb ≠ ed → element a b R c d = 0 := by
  constructor
  · intro h0 a b c d ea eb ec ed ha hb hc hd h1 h2
    have key := gaugeTerm_element hh R ha hb hc hd
    have hz : element a b (gaugeTerm h R) c d = 0 := by simp [h0, element]
    rw [hz] at key
    have n1 : (ea : ℂ) - ec ≠ 0 := sub_ne_zero.mpr (by exact_mod_cast h1)
    have n2 : (eb : ℂ) - ed ≠ 0 := sub_ne_zero.mpr (by exact_mod_cast h2)
    exact (mul_eq_zero.mp key.symm).resolve_left (mul_ne_zero n1 n2)
  · intro H
    -- the columns of U are a complete set of orbitals
    let U : Matrix n n ℂ := hh.eigenvectorUnitary
    have hU : U * Uᴴ = 1 := Matrix.mem_unitaryGroup_iff.mp hh.eigenvectorUnitary.2
    have hcol : ∀ j, IsOrbital h (hh.eigenvalues j) (fun i => U i j) := by
      intro j
      have e : (fun i => U i j) = (hh.eigenvectorBasis j).ofLp := rfl
      unfold IsOrbital
      rw [e, hh.mulVec_eigenvectorBasis j]
      ext i
      simp
    let W : Matrix (n × n) (n × n) ℂ := U ⊗ₖ U
    have hW : W * Wᴴ = 1 := by
      change (U ⊗ₖ U) * (U ⊗ₖ U)ᴴ = 1
      rw [Matrix.conjTranspose_kronecker, ← Matrix.mul_kronecker_mul, hU,
        Matrix.one_kronecker_one]
    -- all matrix elements in the orbital product basis vanish
    have hzero : Wᴴ * (gaugeTerm h R * W) = 0 := by
      ext p q
      change element (fun i => U i p.1) (fun i => U i p.2) (gaugeTerm h R)
        (fun i => U i q.1) (fun i => U i q.2) = 0
      by_cases h1 : hh.eigenvalues p.1 = hh.eigenvalues q.1
      · exact gaugeTerm_element_eq_zero hh R (hcol _) (hcol _) (hcol _) (hcol _) (Or.inl h1)
      by_cases h2 : hh.eigenvalues p.2 = hh.eigenvalues q.2
      · exact gaugeTerm_element_eq_zero hh R (hcol _) (hcol _) (hcol _) (hcol _) (Or.inr h2)
      rw [gaugeTerm_element hh R (hcol _) (hcol _) (hcol _) (hcol _),
        H _ _ _ _ _ _ _ _ (hcol _) (hcol _) (hcol _) (hcol _) h1 h2, mul_zero]
    calc gaugeTerm h R = (W * Wᴴ) * gaugeTerm h R * (W * Wᴴ) := by
          rw [hW, one_mul, mul_one]
      _ = W * (Wᴴ * (gaugeTerm h R * W)) * Wᴴ := by simp only [mul_assoc]
      _ = 0 := by rw [hzero, mul_zero, zero_mul]

/-- For two levels of energies 0 and 1, and `R` the operator that exchanges the two
electrons, the exchange matrix element of the gauge term is `-1`. -/
theorem gaugeTerm_exchange_witness :
    element ![1, 0] ![0, 1]
      (gaugeTerm !![0, 0; 0, 1]
        (Matrix.of fun p q : Fin 2 × Fin 2 => if p.1 = q.2 ∧ p.2 = q.1 then 1 else 0))
      ![0, 1] ![1, 0] = -1 := by
  have hh : (!![0, 0; 0, 1] : Matrix (Fin 2) (Fin 2) ℂ).IsHermitian := by
    ext i j
    fin_cases i <;> fin_cases j <;> simp
  have h0 : IsOrbital !![0, 0; 0, 1] 0 ![1, 0] := by
    unfold IsOrbital
    ext i
    fin_cases i <;> simp [Matrix.mulVec, dotProduct, Fin.sum_univ_two]
  have h1 : IsOrbital !![0, 0; 0, 1] 1 ![0, 1] := by
    unfold IsOrbital
    ext i
    fin_cases i <;> simp [Matrix.mulVec, dotProduct, Fin.sum_univ_two]
  rw [gaugeTerm_element hh _ h0 h1 h1 h0]
  simp [element, prodState, Matrix.mulVec, dotProduct, Fintype.sum_prod_type,
    Fin.sum_univ_two]

end BreitGaugeTerm
```

```lean
#print axioms BreitGaugeTerm.gaugeTerm_element
-- 'BreitGaugeTerm.gaugeTerm_element' depends on axioms: [propext, Classical.choice, Quot.sound]
#print axioms BreitGaugeTerm.gaugeTerm_element_on_shell
-- 'BreitGaugeTerm.gaugeTerm_element_on_shell' depends on axioms: [propext, Classical.choice, Quot.sound]
#print axioms BreitGaugeTerm.gaugeTerm_isHermitian
-- 'BreitGaugeTerm.gaugeTerm_isHermitian' depends on axioms: [propext, Classical.choice, Quot.sound]
#print axioms BreitGaugeTerm.gaugeTerm_eq_zero_iff
-- 'BreitGaugeTerm.gaugeTerm_eq_zero_iff' depends on axioms: [propext, Classical.choice, Quot.sound]
```

## Notes on the proof

`onFirst_prodState` and `onSecond_prodState` are the action on one factor. In each, the auxiliary equation `key` turns the double sum into a single one, because the identity matrix in the Kronecker product selects one index. The orbital equation then supplies the energy.

`hermitian_acts_left` moves a Hermitian matrix onto the left vector. It is stated for an arbitrary right vector `w`, which lets it be used repeatedly inside a product of operators.

`gaugeTerm_element` combines these facts. Its `simp only` call expands the commutators, evaluates the operators on the right with `r1` and `r2` and on the left with `l1` and `l2`, and leaves the four-term polynomial, which `ring` factorises.

The reusable technique is the reversed rewrite `← Matrix.mulVec_mulVec`. It turns a matrix product acting on a vector into successive actions, so that eigenvalue equations can fire one operator at a time. The remaining noncommutative expression becomes scalar algebra.

In `gaugeTerm_element_on_shell`, `linear_combination` multiplies the energy balance by $(e_a-e_c)\langle ab|R|cd\rangle$, which is exactly the difference between the two forms. For Hermiticity, `noncomm_ring` compares the expanded products without reordering them.

In `gaugeTerm_eq_zero_iff`, `hcol` identifies the columns of `U` as orbitals, `hW` records that $WW^\dagger=1$, and `hzero` checks every entry of $W^\dagger GW$ by the same cases as above. The final `calc` block restores $G$. The two-level theorem verifies its orbitals and then applies the general identity, leaving one element of the exchange operator to evaluate.

The same left-and-right evaluation with a single commutator gives a neighbouring one-electron relation, not stated in the file: $\langle a|[h,X]|c\rangle=(e_a-e_c)\langle a|X|c\rangle$ for any matrix $X$ on $\mathbb C^n$.
